# Reflected intensities with three lossless references of independent $WW^{\mathsf T}$ fix a lossless layer's complex reflection amplitude

Let $M$ and $N$ be real $2\times2$ transfer matrices of determinant 1, and let $r(M)$ be the complex reflection amplitude of $M$. Let $W_0,W_1,W_2$ be real reference matrices of determinant 1 for which the three matrices $W_iW_i^{\mathsf T}$ are linearly independent. Then

$$|r(MW_i)|=|r(NW_i)|\ \text{ for } i=0,1,2\quad\Longrightarrow\quad r(M)=r(N).$$

The amplitude $r$, together with a transmission amplitude $t$, is defined by the boundary equation

$$M\begin{pmatrix}1+r\\ i(1-r)\end{pmatrix}=t\begin{pmatrix}1\\ i\end{pmatrix}.$$

## Phase recovery in a reflectometry code

For one-dimensional scattering by a lossless structure between identical media, at one wave number, a code that recovers a complex reflection amplitude from three intensities relies on this uniqueness. Without it, a fit could reproduce all three intensities and still return the wrong phase.

The matrices come from $-\psi''+U\psi=k^2\psi$ with real $U$, zero outside the structure, and $k>0$. The matrix $M$ carries $(\psi,\psi'/k)$ from the front face to the back face. It is real because $U$ is real, and its determinant is 1 because the Wronskian is constant. A unit wave arriving at the front gives $(1+r,i(1-r))$ there, and the outgoing wave gives $t(1,i)$ at the back. In the product $MW$ the reference acts first, so it sits on the side of the incident beam. A code that multiplies in the order $WM$ describes a different arrangement.

## From intensities to three linear equations

Write the entries of $M$ as $M_{00},M_{01},M_{10},M_{11}$. Subtracting $i$ times the first component of the boundary equation from the second removes $t$. Collecting the terms in $r$ and multiplying by a phase gives $r=n/d$, with

$$n=(M_{11}-M_{00})-i(M_{01}+M_{10}),\qquad d=(M_{00}+M_{11})+i(M_{10}-M_{01}).$$

Conversely, for this $r$ the first component defines $t$, and the second then holds.

Let $G=M^{\mathsf T}M$ and $T=\operatorname{tr}G$, the sum of the squared entries of $M$. Expanding the squares and using $\det M=1$,

$$|d|^2=T+2\det M=T+2,\qquad |n|^2=T-2\det M=T-2.$$

Since $|n|^2\ge0$, we have $T\ge2$, so $d\neq0$ and

$$|r|^2=\frac{T-2}{T+2}=1-\frac{4}{T+2}.$$

This is strictly increasing in $T$, so the intensity and $T$ carry the same information.

The phase is also contained in $G$. Multiplying out,

$$n\bar d=(M_{01}^2+M_{11}^2)-(M_{00}^2+M_{10}^2)-2i(M_{00}M_{01}+M_{10}M_{11}),$$

and therefore

$$r=\frac{n\bar d}{|d|^2}=\frac{G_{11}-G_{00}-2iG_{01}}{T+2}.$$

Now put a reference $W$ in front, and let $P=WW^{\mathsf T}$. By cyclicity of the trace,

$$\operatorname{tr}\big((MW)^{\mathsf T}MW\big)=\operatorname{tr}(GP)=P_{00}G_{00}+P_{01}(2G_{01})+P_{11}G_{11}.$$

Each reference thus supplies one linear equation for the three unknown entries of $G$.

Suppose the intensities of $M$ and $N$ agree for all three references. Since $MW_i$ and $NW_i$ have determinant 1, the corresponding traces agree. With $P_i=W_iW_i^{\mathsf T}$, the symmetric matrix $H=M^{\mathsf T}M-N^{\mathsf T}N$ satisfies $\operatorname{tr}(HP_i)=0$ for each $i$, that is,

$$K\begin{pmatrix}H_{00}\\2H_{01}\\H_{11}\end{pmatrix}=0,\qquad \text{row } i \text{ of } K=\big((P_i)_{00},(P_i)_{01},(P_i)_{11}\big).$$

A symmetric $2\times2$ matrix is determined by these three coordinates, so independence of the $P_i$ makes the rows of $K$ independent. Hence $K$ is invertible, $H=0$, and $M^{\mathsf T}M=N^{\mathsf T}N$. The formula for $r$ in terms of $G$ gives $r(M)=r(N)$.

## Inverting the three intensities

The same argument gives a reconstruction. With $R_i=|r(MW_i)|^2$, set

$$T_i=\frac{2(1+R_i)}{1-R_i},\qquad K\begin{pmatrix}G_{00}\\2G_{01}\\G_{11}\end{pmatrix}=\begin{pmatrix}T_0\\T_1\\T_2\end{pmatrix},$$

solve for $G$, and insert it into the formula for $r$. This inversion is worked out here by hand and is not stated in the Lean file.

As a test case, take the identity, $\operatorname{diag}(2,1/2)$ and the unit shear $\begin{pmatrix}1&1\\0&1\end{pmatrix}$ as references, and the same unit shear as the unknown layer. The intensities are $1/5$, $5/13$ and $1/2$, so the traces are $3$, $9/2$ and $6$. The solution is $G_{00}=1$, $G_{01}=1$, $G_{11}=2$, and $r=(1-2i)/5$.

## Diagonal references leave the sign of the phase open

Suppose linear independence is weakened to pairwise independence. Take the references $1$, $\operatorname{diag}(2,1/2)$ and $\operatorname{diag}(3,1/3)$. Their matrices $WW^{\mathsf T}$ are pairwise independent, but all are diagonal and so span only two dimensions. The layers

$$M=\begin{pmatrix}1&1\\0&1\end{pmatrix},\qquad N=\begin{pmatrix}1&-1\\0&1\end{pmatrix}$$

have Gram matrices that differ only in the sign of $G_{01}$, which a diagonal reference never sees. All three intensities agree, yet $r(M)=(1-2i)/5$ and $r(N)=(1+2i)/5$. Pairwise independence is therefore not enough.

## The Lean file

```lean
import Mathlib

open Matrix
open Complex (I)

namespace ReferenceLayerPhaseRetrieval

noncomputable section

/-- Real 2 by 2 matrices, the type used for transfer matrices. The determinant is not restricted
here. -/
abbrev Transfer := Matrix (Fin 2) (Fin 2) ℝ

/-- The boundary equation `M (1 + r, i (1 - r)) = t (1, i)` for the reflection
amplitude `r` and the transmission amplitude `t`. -/
def Matching (M : Transfer) (r t : ℂ) : Prop :=
  M.map (fun x : ℝ => (x : ℂ)) *ᵥ ![1 + r, I * (1 - r)] = t • ![1, I]

/-- The denominator of the reflection amplitude. -/
def denom (M : Transfer) : ℂ := (M 0 0 + M 1 1) + I * (M 1 0 - M 0 1)

/-- The numerator of the reflection amplitude. -/
def numer (M : Transfer) : ℂ := (M 1 1 - M 0 0) - I * (M 0 1 + M 1 0)

/-- The reflection amplitude of a layer, meant for transfer matrices of determinant 1,
where the denominator does not vanish. -/
def reflCoeff (M : Transfer) : ℂ := numer M / denom M

/-- For a layer of determinant 1, the squared moduli of denominator and numerator are
`tr MᵀM + 2` and `tr MᵀM - 2`, and the former is positive. -/
theorem normSq_amplitudes {M : Transfer} (hM : M.det = 1) :
    Complex.normSq (denom M) = (Mᵀ * M).trace + 2 ∧
    Complex.normSq (numer M) = (Mᵀ * M).trace - 2 ∧ 0 < (Mᵀ * M).trace + 2 := by
  rw [Matrix.det_fin_two] at hM
  have h2 : Complex.normSq (numer M) = (Mᵀ * M).trace - 2 := by
    rw [Complex.normSq_apply]
    simp [numer, Matrix.trace_fin_two, Matrix.mul_apply, Fin.sum_univ_two]
    linear_combination -2 * hM
  refine ⟨?_, h2, by linarith [Complex.normSq_nonneg (numer M)]⟩
  rw [Complex.normSq_apply]
  simp [denom, Matrix.trace_fin_two, Matrix.mul_apply, Fin.sum_univ_two]
  linear_combination 2 * hM

/-- For a layer of determinant 1 the boundary equation can be solved for exactly one
reflection amplitude, namely `reflCoeff M`. -/
theorem matching_iff {M : Transfer} (hM : M.det = 1) (r : ℂ) :
    (∃ t, Matching M r t) ↔ r = reflCoeff M := by
  obtain ⟨h1, -, h3⟩ := normSq_amplitudes hM
  have h0 : denom M ≠ 0 := Complex.normSq_pos.mp (by rw [h1]; exact h3)
  have key : ∀ t, Matching M r t ↔
      ((M 0 0 : ℂ) * (1 + r) + M 0 1 * (I * (1 - r)) = t ∧
       (M 1 0 : ℂ) * (1 + r) + M 1 1 * (I * (1 - r)) = t * I) := by
    intro t
    simp [Matching, funext_iff, Fin.forall_fin_two]
  simp only [key]
  rw [reflCoeff, eq_div_iff h0]
  unfold denom numer
  constructor
  · -- eliminate `t` between the two components
    rintro ⟨t, e0, e1⟩
    linear_combination I * e1 + e0 - (M 1 1 * (1 - r) - t) * Complex.I_sq
  · intro hr
    refine ⟨_, rfl, ?_⟩
    linear_combination (-I) * hr + M 1 0 * (1 + r) * Complex.I_sq

/-- Two layers of determinant 1 have the same reflected intensity exactly when
`MᵀM` and `NᵀN` have the same trace. -/
theorem norm_reflCoeff_eq_iff {M N : Transfer} (hM : M.det = 1) (hN : N.det = 1) :
    ‖reflCoeff M‖ = ‖reflCoeff N‖ ↔ (Mᵀ * M).trace = (Nᵀ * N).trace := by
  have hsq : ∀ {A : Transfer}, A.det = 1 →
      ‖reflCoeff A‖ ^ 2 = ((Aᵀ * A).trace - 2) / ((Aᵀ * A).trace + 2) := by
    intro A hA
    obtain ⟨h1, h2, -⟩ := normSq_amplitudes hA
    rw [Complex.sq_norm, reflCoeff, map_div₀, h1, h2]
  rw [← sq_eq_sq₀ (norm_nonneg _) (norm_nonneg _), hsq hM, hsq hN,
    div_eq_div_iff (normSq_amplitudes hM).2.2.ne' (normSq_amplitudes hN).2.2.ne']
  constructor <;> intro h
  · linear_combination h / 4
  · linear_combination 4 * h

/-- The complex reflection amplitude of a layer of determinant 1, written through the
entries of `MᵀM`. -/
theorem reflCoeff_eq_gram {M : Transfer} (hM : M.det = 1) :
    reflCoeff M = (((Mᵀ * M) 1 1 : ℂ) - (Mᵀ * M) 0 0 - 2 * (Mᵀ * M) 0 1 * I) /
      ((Mᵀ * M).trace + 2 : ℝ) := by
  obtain ⟨h1, -, h3⟩ := normSq_amplitudes hM
  have h0 : denom M ≠ 0 := Complex.normSq_pos.mp (by rw [h1]; exact h3)
  have hd : (M 0 0 : ℂ) * M 1 1 - M 0 1 * M 1 0 = 1 := by
    rw [Matrix.det_fin_two] at hM
    exact_mod_cast hM
  rw [reflCoeff, div_eq_div_iff h0 (Complex.ofReal_ne_zero.mpr h3.ne')]
  simp only [Matrix.trace_fin_two, Matrix.mul_apply, Fin.sum_univ_two,
    Matrix.transpose_apply, denom, numer]
  push_cast
  linear_combination ((M 0 0 + M 1 1 : ℂ) + I * (M 1 0 - M 0 1)) *
      ((M 0 1 + M 1 0) * (M 1 0 - M 0 1)) * Complex.I_sq
    - ((M 1 1 - M 0 0 : ℂ) - I * (M 0 1 + M 1 0)) *
      (2 * hd - (M 1 0 - M 0 1 : ℂ) ^ 2 * Complex.I_sq)

/-- For all real 2 by 2 matrices `M` and `W`, the trace of `(M W)ᵀ (M W)` equals the trace of
`MᵀM W Wᵀ`. -/
theorem trace_gram_mul (M W : Transfer) :
    ((M * W)ᵀ * (M * W)).trace = (Mᵀ * M * (W * Wᵀ)).trace := by
  rw [Matrix.transpose_mul, Matrix.mul_assoc Wᵀ, Matrix.trace_mul_comm Wᵀ]
  simp only [Matrix.mul_assoc]

/-- A symmetric 2 by 2 matrix that is trace-orthogonal to three linearly independent
symmetric matrices vanishes. -/
theorem eq_zero_of_probes {P : Fin 3 → Transfer} (hP : ∀ i, (P i)ᵀ = P i)
    (h : LinearIndependent ℝ P) {H : Transfer} (hH : Hᵀ = H)
    (hT : ∀ i, (H * P i).trace = 0) : H = 0 := by
  have hs : ∀ i, P i 1 0 = P i 0 1 := fun i => congrFun (congrFun (hP i) 0) 1
  have h10 : H 1 0 = H 0 1 := congrFun (congrFun hH 0) 1
  -- rows of `K` are the coordinates of the three matrices
  obtain ⟨K, hK⟩ : ∃ K : Matrix (Fin 3) (Fin 3) ℝ,
    K = Matrix.of fun i => ![P i 0 0, P i 0 1, P i 1 1] := ⟨_, rfl⟩
  have hd : K.det ≠ 0 := by
    intro hd
    obtain ⟨g, hg, hg0⟩ := Matrix.exists_vecMul_eq_zero_iff.mpr hd
    apply hg
    funext i
    refine Fintype.linearIndependent_iff.mp h g ?_ i
    have e0 := congrFun hg0 0
    have e1 := congrFun hg0 1
    have e2 := congrFun hg0 2
    simp [hK, Matrix.vecMul, dotProduct, Fin.sum_univ_three] at e0 e1 e2
    ext a b
    fin_cases a <;> fin_cases b <;> simp [Fin.sum_univ_three, hs] <;> linarith
  have hv : K *ᵥ ![H 0 0, 2 * H 0 1, H 1 1] = 0 := by
    ext i
    have e := hT i
    simp only [Matrix.trace_fin_two, Matrix.mul_apply, Fin.sum_univ_two, hs, h10] at e
    simp [hK, Matrix.mulVec, dotProduct, Fin.sum_univ_three]
    linarith
  have hz := Matrix.eq_zero_of_mulVec_eq_zero hd hv
  have z0 := congrFun hz 0
  have z1 := congrFun hz 1
  have z2 := congrFun hz 2
  simp at z0 z1 z2
  ext a b
  fin_cases a <;> fin_cases b <;> simp [z0, z1, z2, h10]

/-- Reference-layer phase retrieval: if three references of determinant 1 have linearly
independent `W Wᵀ`, then two layers of determinant 1 with equal reflected intensities on
all three have the same complex reflection amplitude. -/
theorem phase_retrieval {W : Fin 3 → Transfer} (hW : ∀ i, (W i).det = 1)
    (hL : LinearIndependent ℝ (fun i => W i * (W i)ᵀ))
    {M N : Transfer} (hM : M.det = 1) (hN : N.det = 1)
    (hI : ∀ i, ‖reflCoeff (M * W i)‖ = ‖reflCoeff (N * W i)‖) :
    reflCoeff M = reflCoeff N := by
  have hG : Mᵀ * M - Nᵀ * N = 0 := by
    refine eq_zero_of_probes (fun i => by simp [Matrix.transpose_mul]) hL
      (by simp [Matrix.transpose_mul]) fun i => ?_
    rw [Matrix.sub_mul, Matrix.trace_sub, ← trace_gram_mul, ← trace_gram_mul, sub_eq_zero]
    exact (norm_reflCoeff_eq_iff (by rw [Matrix.det_mul, hM, hW, one_mul])
      (by rw [Matrix.det_mul, hN, hW, one_mul])).mp (hI i)
  rw [reflCoeff_eq_gram hM, reflCoeff_eq_gram hN, sub_eq_zero.mp hG]

/-- Two references can leave the phase open: opposite unit shears reflect equally, both
bare and with a squeeze by 2 as reference, yet their complex amplitudes differ. -/
theorem two_references_ambiguous :
    ‖reflCoeff !![1, 1; 0, 1]‖ = ‖reflCoeff !![1, -1; 0, 1]‖ ∧
    ‖reflCoeff (!![1, 1; 0, 1] * !![2, 0; 0, 1 / 2])‖ =
      ‖reflCoeff (!![1, -1; 0, 1] * !![2, 0; 0, 1 / 2])‖ ∧
    reflCoeff !![1, 1; 0, 1] ≠ reflCoeff !![1, -1; 0, 1] := by
  have hM : (!![1, 1; 0, 1] : Transfer).det = 1 := by simp [Matrix.det_fin_two]
  have hN : (!![1, -1; 0, 1] : Transfer).det = 1 := by simp [Matrix.det_fin_two]
  have hS : (!![2, 0; 0, 1 / 2] : Transfer).det = 1 := by simp [Matrix.det_fin_two]
  refine ⟨?_, ?_, fun h => ?_⟩
  · rw [norm_reflCoeff_eq_iff hM hN]
    simp only [Matrix.trace_fin_two, Matrix.mul_apply, Fin.sum_univ_two,
      Matrix.transpose_apply]
    norm_num
  · rw [norm_reflCoeff_eq_iff (by rw [Matrix.det_mul, hM, hS, one_mul])
      (by rw [Matrix.det_mul, hN, hS, one_mul])]
    simp only [Matrix.trace_fin_two, Matrix.mul_apply, Fin.sum_univ_two,
      Matrix.transpose_apply]
    norm_num
  · have h0 : ∀ {A : Transfer}, A.det = 1 → denom A ≠ 0 := fun hA =>
      Complex.normSq_pos.mp (by
        rw [(normSq_amplitudes hA).1]
        exact (normSq_amplitudes hA).2.2)
    rw [reflCoeff, reflCoeff, div_eq_div_iff (h0 hM) (h0 hN)] at h
    have him := congrArg Complex.im h
    norm_num [numer, denom] at him

/-- The identity, a squeeze by 2 and a unit shear. -/
def references : Fin 3 → Transfer := ![1, !![2, 0; 0, 1 / 2], !![1, 1; 0, 1]]

/-- These three references have determinant 1 and linearly independent `W Wᵀ`. -/
theorem references_witness : (∀ i, (references i).det = 1) ∧
    LinearIndependent ℝ (fun i => references i * (references i)ᵀ) := by
  constructor
  · intro i
    fin_cases i <;> simp [references, Matrix.det_fin_two]
  · rw [Fintype.linearIndependent_iff]
    intro g hg
    have e0 := congrArg (fun A : Transfer => A 0 0) hg
    have e1 := congrArg (fun A : Transfer => A 0 1) hg
    have e2 := congrArg (fun A : Transfer => A 1 1) hg
    simp only [Fin.sum_univ_three, Matrix.add_apply, Matrix.smul_apply, Matrix.mul_apply,
      Fin.sum_univ_two, Matrix.transpose_apply] at e0 e1 e2
    simp [references] at e0 e1 e2
    intro i
    fin_cases i
    · show g 0 = 0
      linarith
    · show g 1 = 0
      linarith
    · show g 2 = 0
      linarith

end

end ReferenceLayerPhaseRetrieval
```

```lean
#print axioms ReferenceLayerPhaseRetrieval.matching_iff
#print axioms ReferenceLayerPhaseRetrieval.phase_retrieval
#print axioms ReferenceLayerPhaseRetrieval.two_references_ambiguous
```

```
'ReferenceLayerPhaseRetrieval.matching_iff' depends on axioms: [propext, Classical.choice, Quot.sound]
'ReferenceLayerPhaseRetrieval.phase_retrieval' depends on axioms: [propext, Classical.choice, Quot.sound]
'ReferenceLayerPhaseRetrieval.two_references_ambiguous' depends on axioms: [propext, Classical.choice, Quot.sound]
```

## What `phase_retrieval` says, and how it is proved

`Transfer` is the type of real $2\times2$ matrices, with indices 0 and 1. `Matching M r t` is the boundary equation, with the real entries of `M` mapped into the complex numbers. `reflCoeff M` is the quotient of `numer M` and `denom M`, the $n$ and $d$ above. The theorem `matching_iff` ties this definition to the physics: for determinant 1, some $t$ solves the boundary equation with a given $r$ exactly when `r = reflCoeff M`.

In `phase_retrieval`, the references are a family `W : Fin 3 → Transfer`. The hypotheses `hW`, `hM` and `hN` set all determinants to 1, `hL` is the linear independence over the reals, and `hI` is the equality of the three moduli. The conclusion is equality of the complex amplitudes.

The lemmas follow the derivation:

- `normSq_amplitudes` computes $|d|^2$ and $|n|^2$. Each `linear_combination` step adds the required multiple of the determinant equation, and positivity of $T+2$ comes from $|n|^2\ge0$.
- `matching_iff` splits the boundary equation into two components and eliminates $t$. In the other direction it takes $t$ from the first component and verifies the second.
- `norm_reflCoeff_eq_iff` squares the moduli and cross-multiplies the two fractions, which leaves equality of the traces up to a factor of 4.
- `reflCoeff_eq_gram` proves the formula for $r$ in terms of $G$, also by cross-multiplication.
- `trace_gram_mul` is the cyclicity step.
- `eq_zero_of_probes` builds $K$. If $\det K$ were zero, a nonzero row vector `g` would annihilate $K$ from the left, and its entries would be the coefficients of a linear relation among the $P_i$. So $K$ is invertible and $H=0$.

The main proof applies the last lemma to `Mᵀ * M - Nᵀ * N` and rewrites both amplitudes with `reflCoeff_eq_gram`.

Two further theorems concern particular references. `two_references_ambiguous` proves that the opposite shears above have equal intensities both bare and with $\operatorname{diag}(2,1/2)$, but different amplitudes. It exhibits one ambiguous pair of references and makes no statement about every pair. `references_witness` shows that the triple in the test case satisfies the hypotheses on the references.

## Lossless layers, known references, noise-free intensities

The result concerns one wave number at a time. Absorption makes the transfer matrix complex, and different media on the two sides change the boundary equation; the theorem as stated covers neither case. The references must be known and lossless, and roughness and finite resolution are absent from the model. $M$ and $N$ range over all real matrices of determinant 1, whether or not a given material system can realise them.

Uniqueness is stated for exactly equal intensities and comes with no error estimate. When $K$ is nearly singular, small errors in the data can become large errors in $G$, so a code should check the conditioning of $K$ before it trusts the phase.

The conclusion concerns $r$ alone. The phase of $t$ remains free: a rotation matrix has $r=0$, as the identity does, but its $t$ is a phase factor that depends on the angle.
